# Adding iη to the squared frequency puts a response pole in the upper half-plane

For real e > 0 and η > 0, consider two ways to broaden the denominator z² − e² of a mode with energy e, where z is the complex frequency and ħ = 1:

shifted: z² − e² + iη

damped: z² + iηz − e²

The shifted denominator has exactly one root with Im z > 0. The damped denominator has both of its roots at Im z < 0. With time dependence exp(−iωt), a causal response function that stays bounded in time has no pole in the upper half-plane, so the shifted form cannot serve as the retarded response of a stable system.

The defect survives summation. In a finite sum of shifted modes with distinct non-negative energies, every mode of non-zero weight produces a point in the upper half-plane where the whole response diverges.

## Where the broadening enters a code

Linear-response codes often assemble a polarisability or density response from terms r_k / (ω² − e_k²), with excitation energies e_k and weights r_k, and then add a small imaginary part to keep the result finite on the real axis. For a finite sum with fixed real energies and a common η, the theorems locate the singularities that matter for a Kramers–Kronig transform, or for a contour moved into the upper half-plane. The damped form has none on or above the real axis if no energy is zero. The shifted form has one above the axis for every mode of non-zero weight if the energies are distinct and non-negative.

The parameter η stands for different things in the two forms. In the damped form it is a rate, the friction coefficient per unit mass of a classical oscillator. In the shifted form it has the dimension of a squared frequency and acts as a smearing parameter. The shifted pattern, with one root above the axis and one below, is that of a time-ordered function, where it is legitimate.

The sign of the imaginary part at positive ω does not distinguish the two forms. At real ω,

Im 1/(ω² − e² + iη) = −η / ((ω² − e²)² + η²)

Im 1/(ω² + iηω − e²) = −ηω / ((ω² − e²)² + η²ω²)

Both are negative for ω > 0, but only the second changes sign with ω, as the response of a real observable to a real field requires.

## Locating the roots

**Shifted denominator.** Let s be a complex square root of e² − iη. The imaginary part of s² = e² − iη reads

2 Re s · Im s = −η,

so Im s ≠ 0. One of s and −s therefore lies above the real axis; call it a. If w is any root, then w² = a², hence

(w − a)(w + a) = 0,

and w is a or −a. Since −a lies below the axis, a is the only root above it. From 2 Re a · Im a = −η < 0 it also follows that Re a < 0, so the offending root sits at negative real frequency.

**Damped denominator.** Write a root as z = x + iy. The real and imaginary parts give

x² − y² − ηy − e² = 0

x(2y + η) = 0.

Suppose y ≥ 0. Then 2y + η > 0, so x = 0, and the first equation becomes y² + ηy + e² = 0. This is impossible, because e² > 0 and the other terms are non-negative. Hence y < 0.

To see both roots, choose s with s² = e² − η²/4 and complete the square:

z² + iηz − e² = (z + iη/2)² − s² = (z − (s − iη/2))(z − (−s − iη/2)).

The factorisation also covers critical damping, e = η/2, where the two roots coincide.

**Many modes.** Write D_j(z) = z² − e_j² + iη, and let a be the upper root of D_k, where r_k ≠ 0. For j ≠ k,

D_j(a) = e_k² − e_j² ≠ 0,

because the energies are distinct and non-negative. The other terms therefore have a finite limit at a, while |r_k / D_k(z)| grows without bound. The reverse triangle inequality,

|Σ_j r_j / D_j(z)| ≥ |r_k| / |D_k(z)| − |Σ_{j≠k} r_j / D_j(z)|,

carries the divergence over to the full sum.

## Exact roots for e = 0.64 and η = 0.768

In arbitrary units, e² = 0.4096. The upper root of the shifted denominator is −0.8 + 0.48i, since

(−0.8 + 0.48i)² = 0.64 − 0.2304 − 0.768i = 0.4096 − 0.768i.

For the damped denominator, e² − η²/4 = 0.4096 − 0.147456 = 0.262144 = 0.512². Its roots are ±0.512 − 0.384i, both below the axis.

## Lean definitions and proofs

```lean
import Mathlib

open Filter Topology

namespace MisplacedBroadening

noncomputable section

/-- Denominator of a mode of energy `e` with the broadening added to the squared frequency. -/
def shiftedDenom (e η : ℝ) (z : ℂ) : ℂ := z ^ 2 - (e : ℂ) ^ 2 + Complex.I * η

/-- Denominator of a mode of energy `e` with a damping term proportional to the frequency. -/
def dampedDenom (e η : ℝ) (z : ℂ) : ℂ := z ^ 2 + Complex.I * η * z - (e : ℂ) ^ 2

/-- Response of finitely many modes with weights `r` and shifted squared frequency. -/
def shiftedResponse {ι : Type*} [Fintype ι] (r : ι → ℂ) (e : ι → ℝ) (η : ℝ) (z : ℂ) : ℂ :=
  ∑ k, r k / shiftedDenom (e k) η z

/-- Response of finitely many damped modes with weights `r`. -/
def dampedResponse {ι : Type*} [Fintype ι] (r : ι → ℂ) (e : ι → ℝ) (η : ℝ) (z : ℂ) : ℂ :=
  ∑ k, r k / dampedDenom (e k) η z

/-- For positive `η`, the shifted denominator has exactly one root in the open upper half-plane. -/
theorem shifted_unique_upper_root (e : ℝ) {η : ℝ} (hη : 0 < η) :
    ∃! z : ℂ, shiftedDenom e η z = 0 ∧ 0 < z.im := by
  obtain ⟨s, hs⟩ := IsAlgClosed.exists_pow_nat_eq
    ((e : ℂ) ^ 2 - Complex.I * η) (n := 2) (by norm_num)
  -- the square root is not real, because its square is not
  have him : 2 * s.re * s.im = -η := by
    have h := congrArg Complex.im hs
    simp [pow_two] at h
    linarith
  have hne : s.im ≠ 0 := by
    intro h
    rw [h] at him
    linarith
  -- one of the two opposite roots lies above the real axis
  have key : ∃ a : ℂ, a ^ 2 = (e : ℂ) ^ 2 - Complex.I * η ∧ 0 < a.im := by
    rcases lt_or_gt_of_ne hne with h | h
    · exact ⟨-s, by rw [neg_sq, hs], by simpa using h⟩
    · exact ⟨s, hs, h⟩
  obtain ⟨a, ha, hai⟩ := key
  refine ⟨a, ⟨by unfold shiftedDenom; linear_combination ha, hai⟩, ?_⟩
  rintro w ⟨hw, hwi⟩
  unfold shiftedDenom at hw
  have hprod : (w - a) * (w + a) = 0 := by linear_combination hw - ha
  rcases mul_eq_zero.mp hprod with h | h
  · exact sub_eq_zero.mp h
  · have h' := congrArg Complex.im h
    rw [Complex.add_im, Complex.zero_im] at h'
    linarith

/-- For positive `η`, a root of the shifted denominator in the open upper half-plane has negative
real part. -/
theorem shifted_upper_root_re_neg {e η : ℝ} (hη : 0 < η) {z : ℂ}
    (hz : shiftedDenom e η z = 0) (hi : 0 < z.im) : z.re < 0 := by
  have h : 2 * (z.re * z.im) + η = 0 := by
    have h := congrArg Complex.im hz
    simp [shiftedDenom, pow_two] at h
    linarith
  by_contra hx
  have := mul_nonneg (not_lt.mp hx) hi.le
  linarith

/-- For non-zero `e` and positive `η`, every root of the damped denominator lies in the open lower
half-plane. -/
theorem damped_root_im_neg {e η : ℝ} (he : e ≠ 0) (hη : 0 < η) {z : ℂ}
    (hz : dampedDenom e η z = 0) : z.im < 0 := by
  have hre : z.re ^ 2 - z.im ^ 2 - η * z.im - e ^ 2 = 0 := by
    have h := congrArg Complex.re hz
    simp [dampedDenom, pow_two] at h
    linarith
  have him : z.re * (2 * z.im + η) = 0 := by
    have h := congrArg Complex.im hz
    simp [dampedDenom, pow_two] at h
    linarith
  by_contra hy
  have hy' : 0 ≤ z.im := not_lt.mp hy
  -- above the axis the root would have to be purely imaginary
  have hx : z.re = 0 := by
    rcases mul_eq_zero.mp him with h | h
    · exact h
    · linarith
  rw [hx] at hre
  have he2 : 0 < e ^ 2 := by positivity
  nlinarith [sq_nonneg z.im, mul_nonneg hη.le hy']

/-- For positive `e` and `η`, the shifted denominator has exactly one root in the open upper
half-plane, whereas the damped denominator factors with both of its roots in the lower half-plane.
-/
theorem misplaced_broadening {e η : ℝ} (he : 0 < e) (hη : 0 < η) :
    (∃! z : ℂ, shiftedDenom e η z = 0 ∧ 0 < z.im) ∧
    ∃ a b : ℂ, a.im < 0 ∧ b.im < 0 ∧ ∀ z, dampedDenom e η z = (z - a) * (z - b) := by
  refine ⟨shifted_unique_upper_root e hη, ?_⟩
  -- complete the square
  obtain ⟨s, hs⟩ := IsAlgClosed.exists_pow_nat_eq
    ((e : ℂ) ^ 2 - (η : ℂ) ^ 2 / 4) (n := 2) (by norm_num)
  have hfac : ∀ z, dampedDenom e η z =
      (z - (s - Complex.I * η / 2)) * (z - (-s - Complex.I * η / 2)) := by
    intro z
    unfold dampedDenom
    linear_combination hs - (η : ℂ) ^ 2 / 4 * Complex.I_sq
  refine ⟨_, _, damped_root_im_neg he.ne' hη ?_, damped_root_im_neg he.ne' hη ?_, hfac⟩
  · rw [hfac, sub_self, zero_mul]
  · rw [hfac, sub_self, mul_zero]

/-- For non-zero mode energies and positive `η`, the response of damped modes is complex
differentiable at every frequency on or above the real axis. -/
theorem dampedResponse_differentiableAt {ι : Type*} [Fintype ι] (r : ι → ℂ) {e : ι → ℝ}
    {η : ℝ} (he : ∀ k, e k ≠ 0) (hη : 0 < η) {z : ℂ} (hz : 0 ≤ z.im) :
    DifferentiableAt ℂ (dampedResponse r e η) z := by
  have hfun : dampedResponse r e η = fun w => ∑ k, r k / dampedDenom (e k) η w := rfl
  rw [hfun]
  refine DifferentiableAt.fun_sum fun k _ => ?_
  have hd : DifferentiableAt ℂ (fun w => dampedDenom (e k) η w) z := by
    unfold dampedDenom
    fun_prop
  have hne : dampedDenom (e k) η z ≠ 0 := fun h =>
    not_lt_of_ge hz (damped_root_im_neg (he k) hη h)
  exact (differentiableAt_const (r k)).div hd hne

/-- For distinct non-negative mode energies and positive `η`, each mode of non-zero weight gives a
point in the upper half-plane at which the modulus of the full shifted response diverges. -/
theorem shiftedResponse_upper_pole {ι : Type*} [Fintype ι] {r : ι → ℂ} {e : ι → ℝ} {η : ℝ}
    (he : ∀ k, 0 ≤ e k) (hinj : Function.Injective e) (hη : 0 < η) {k : ι} (hr : r k ≠ 0) :
    ∃ a : ℂ, 0 < a.im ∧ shiftedDenom (e k) η a = 0 ∧
      Tendsto (fun z => ‖shiftedResponse r e η z‖) (𝓝[≠] a) atTop := by
  classical
  obtain ⟨a, ⟨ha, hai⟩, huniq⟩ := shifted_unique_upper_root (e k) hη
  refine ⟨a, hai, ha, ?_⟩
  have hcont : ∀ j, Continuous (fun z => shiftedDenom (e j) η z) := by
    intro j
    unfold shiftedDenom
    fun_prop
  have hup : ∀ᶠ z in 𝓝[≠] a, 0 < z.im :=
    mem_nhdsWithin_of_mem_nhds
      ((isOpen_lt continuous_const Complex.continuous_im).mem_nhds hai)
  have hD : ∀ᶠ z in 𝓝[≠] a, shiftedDenom (e k) η z ≠ 0 := by
    filter_upwards [hup, self_mem_nhdsWithin] with z hz hza h0
    exact hza (huniq z ⟨h0, hz⟩)
  -- the singular term diverges
  have ht : Tendsto (fun z => ‖shiftedDenom (e k) η z‖) (𝓝[≠] a) (𝓝 0) := by
    have h := ((hcont k).norm.tendsto a).mono_left (nhdsWithin_le_nhds (s := {a}ᶜ))
    simpa [ha] using h
  have hlim : Tendsto (fun z => ‖shiftedDenom (e k) η z‖) (𝓝[≠] a) (𝓝[>] 0) :=
    tendsto_nhdsWithin_iff.mpr ⟨ht, hD.mono fun z hz => norm_pos_iff.mpr hz⟩
  have hbig : Tendsto (fun z => ‖r k‖ * ‖shiftedDenom (e k) η z‖⁻¹) (𝓝[≠] a) atTop :=
    (tendsto_inv_nhdsGT_zero.comp hlim).const_mul_atTop (norm_pos_iff.mpr hr)
  -- the other modes stay finite there
  have hne : ∀ j ∈ Finset.univ.erase k, shiftedDenom (e j) η a ≠ 0 := by
    intro j hj h
    unfold shiftedDenom at h ha
    have h2 : (e j : ℂ) ^ 2 = (e k : ℂ) ^ 2 := by linear_combination ha - h
    have h3 : e j ^ 2 = e k ^ 2 := by exact_mod_cast h2
    exact Finset.ne_of_mem_erase hj (hinj ((sq_eq_sq₀ (he j) (he k)).mp h3))
  have hrest : Tendsto (fun z => ∑ j ∈ Finset.univ.erase k, r j / shiftedDenom (e j) η z)
      (𝓝[≠] a) (𝓝 (∑ j ∈ Finset.univ.erase k, r j / shiftedDenom (e j) η a)) :=
    tendsto_finsetSum _ fun j hj =>
      (tendsto_const_nhds.div ((hcont j).tendsto a) (hne j hj)).mono_left nhdsWithin_le_nhds
  have htri : ∀ u v : ℂ, ‖u‖ + -‖v‖ ≤ ‖u + v‖ := by
    intro u v
    have h := norm_sub_le (u + v) v
    rw [add_sub_cancel_right] at h
    linarith
  refine tendsto_atTop_mono (fun z => ?_) (hbig.atTop_add hrest.norm.neg)
  have hsplit : shiftedResponse r e η z = r k / shiftedDenom (e k) η z +
      ∑ j ∈ Finset.univ.erase k, r j / shiftedDenom (e j) η z :=
    (Finset.add_sum_erase _ (fun j => r j / shiftedDenom (e j) η z) (Finset.mem_univ k)).symm
  rw [hsplit, ← div_eq_mul_inv, ← norm_div]
  exact htri _ _

end

end MisplacedBroadening
```

```lean
#print axioms MisplacedBroadening.shifted_upper_root_re_neg
#print axioms MisplacedBroadening.misplaced_broadening
#print axioms MisplacedBroadening.dampedResponse_differentiableAt
#print axioms MisplacedBroadening.shiftedResponse_upper_pole
```

```
'MisplacedBroadening.shifted_upper_root_re_neg' depends on axioms: [propext, Classical.choice, Quot.sound]
'MisplacedBroadening.misplaced_broadening' depends on axioms: [propext, Classical.choice, Quot.sound]
'MisplacedBroadening.dampedResponse_differentiableAt' depends on axioms: [propext, Classical.choice, Quot.sound]
'MisplacedBroadening.shiftedResponse_upper_pole' depends on axioms: [propext, Classical.choice, Quot.sound]
```

## How the statements map to the physics

`shiftedDenom` and `dampedDenom` are the two denominators, with real `e` and `η` and a complex frequency `z`. `shiftedResponse` and `dampedResponse` sum over a finite index type `ι`, with complex weights `r k`, real energies `e k` and one `η` for all modes.

- `misplaced_broadening` is the single-mode comparison. The symbol `∃!` expresses exactly one upper root, and the second half supplies two numbers in the lower half-plane together with a factorisation valid for all `z`.
- `shifted_upper_root_re_neg` places the upper root at negative real frequency.
- `dampedResponse_differentiableAt` says that the damped sum is complex differentiable at every point with Im z ≥ 0, the real axis included, provided no mode energy is zero.
- `shiftedResponse_upper_pole` gives, for each mode of non-zero weight, a point `a` above the axis that is a root of that mode's denominator and at which the modulus of the full response tends to infinity. The filter `𝓝[≠] a` means that z approaches `a` without being equal to it, so Lean's convention that division by zero returns zero plays no part in the limit.

## How the Lean proofs follow the algebra

In `shifted_unique_upper_root`, algebraic closedness of ℂ supplies the square root s. The step `him` is the imaginary-part equation, `key` selects the sign, and `hprod` is the product (w − a)(w + a) = 0.

`damped_root_im_neg` extracts the two real equations as `hre` and `him`, assumes Im z ≥ 0, and lets `nlinarith` find the contradiction. `misplaced_broadening` then completes the square in `hfac` and applies that lemma to each factor's root. For the damped sum, the same lemma shows that no denominator vanishes on or above the axis, so each quotient is differentiable.

In `shiftedResponse_upper_pole`, `hD` uses uniqueness of the upper root to keep the singular denominator non-zero near `a`. The step `hbig` is the divergence of the singular term, `hrest` the finite limit of the others, and `htri` the reverse triangle inequality that combines them.

## Fixed real energies and a common η

The theorems concern explicit functions of frequency. The energies, weights and η are inputs, not derived from a Hamiltonian, and infinite sums and continuous spectra are not covered. Causality enters only as the location of singularities: the file contains neither a Fourier transform to the time domain nor a Kramers–Kronig relation.

The hypotheses on the energies matter in practice. A damped mode with e = 0 has a root at z = 0, on the real axis. In the shifted sum, two modes of equal energy and opposite weights cancel completely, so degenerate modes should be merged into one term with the summed weight before the divergence theorem is applied.
